# Undamped Newton iteration can diverge on a two-state MBAR objective with a strict minimum

An MBAR solver that takes full Newton steps can produce free-energy differences that swing between ever larger positive and negative values, although the function it minimises is convex and has a single minimum. Anyone who takes convexity as a guarantee of convergence may then look for the fault in the samples or the energies. Two samples with all energies zero are enough to show the effect. For these data, the distance of the iterates from the minimum tends to infinity exactly when the starting value d₀ satisfies sinh|d₀| > 2|d₀|, which means |d₀| above about 2.18.

```lean
import Mathlib

open Filter Topology

namespace MBARNewtonCounterexample

noncomputable section
```

## The objective and the data

MBAR estimates the reduced free energies f_k of several states from samples pooled over all of them. Let N_k be the number of samples drawn from state k, and u_k(n) the energy of pooled sample n evaluated in state k, in units of kT. The estimates minimise

Φ(f) = Σ_n ln Σ_k N_k exp(f_k − u_k(n)) − Σ_k N_k f_k.

Setting the derivative with respect to f_k to zero gives the MBAR equations. In Lean, `K` indexes the states and `S` the pooled samples (it is not an entropy). The definition does not require the size of `S` to equal the sum of the counts, but in the case used below both are 2.

```lean
/-- The MBAR objective for sample counts `count k`, reduced energies `u k n` of the pooled
samples `n` in the states `k`, and trial reduced free energies `f k`. -/
def mbarObjective {K S : Type*} [Fintype K] [Fintype S]
    (count : K → ℕ) (u : K → S → ℝ) (f : K → ℝ) : ℝ :=
  ∑ n, Real.log (∑ k, (count k : ℝ) * Real.exp (f k - u k n)) - ∑ k, (count k : ℝ) * f k
```

Now take two states with one sample each and every u_k(n) = 0. Adding a constant to both free energies leaves Φ unchanged, so the first is fixed at zero and the second is the difference d. Lean numbers the states 0 and 1, and `![0, d]` lists their free energies. The letter `L` denotes this objective, which is to be minimised; it is not a likelihood.

```lean
/-- The MBAR objective of two states with one sample each and all reduced energies zero,
as a function of the free-energy difference `d`. -/
def L (d : ℝ) : ℝ :=
  mbarObjective (fun _ : Fin 2 => 1) (fun _ (_ : Fin 2) => 0) ![0, d]
```

## Newton's step and its iterates

A full Newton step towards a stationary point of a function F is

x ↦ x − F′(x)/F″(x),

with no line search and no limit on the step length. The Lean definition uses the actual derivatives of F, so the formula for the MBAR step has to be derived.

```lean
/-- One undamped Newton step for a stationary point of `F`, meant for points where the second
derivative of `F` is nonzero. -/
def newtonStep (F : ℝ → ℝ) (x : ℝ) : ℝ := x - deriv F x / deriv (deriv F) x
```

Repeating the step from x₀ gives the sequence of iterates, in which n counts steps.

```lean
/-- The sequence of undamped Newton iterates for `F` started at `x₀`. -/
def newtonIterate (F : ℝ → ℝ) (x₀ : ℝ) : ℕ → ℝ
  | 0 => x₀
  | n + 1 => newtonStep F (newtonIterate F x₀ n)
```

## A strict minimum at zero

Each of the two samples contributes ln(exp 0 + exp d), and the linear term is 0 + d. Hence

L(d) = 2 ln(1 + exp d) − d.

```lean
/-- The two-state objective is `2 ln(1 + exp d) - d`. -/
theorem L_eq (d : ℝ) : L d = 2 * Real.log (1 + Real.exp d) - d := by
  simp only [L, mbarObjective, Fin.sum_univ_two, Matrix.cons_val_zero, Matrix.cons_val_one,
    sub_zero, one_mul, Nat.cast_one, Real.exp_zero]
  ring
```

Comparison with the value at zero gives

L(d) − L(0) = ln[(1 + exp d)² / (4 exp d)].

Since (1 + exp d)² − 4 exp d = (exp d − 1)², which is positive for d ≠ 0, the logarithm is positive. The correct estimate is therefore d = 0, as expected for two states that the data cannot tell apart. The Lean proof takes the logarithm of the same inequality and expands it.

```lean
/-- The two-state objective has its strict global minimum at `d = 0`. -/
theorem L_zero_lt {d : ℝ} (hd : d ≠ 0) : L 0 < L d := by
  have he : Real.exp d ≠ 1 := by simpa using hd
  have hsq : 0 < (Real.exp d - 1) ^ 2 :=
    (sq_nonneg _).lt_of_ne' (pow_ne_zero 2 (sub_ne_zero.2 he))
  -- the claim is the logarithm of `4 exp d < (1 + exp d)²`
  have h : Real.log (2 ^ 2 * Real.exp d) < Real.log ((1 + Real.exp d) ^ 2) :=
    Real.log_lt_log (by positivity) (by nlinarith)
  rw [Real.log_mul (by norm_num) (Real.exp_ne_zero d), Real.log_exp, Real.log_pow,
    Real.log_pow] at h
  push_cast at h
  rw [L_eq 0, L_eq d, Real.exp_zero, one_add_one_eq_two]
  linarith
```

## Slope, curvature and the sinh step

Differentiating once,

L′(d) = 2 exp d/(1 + exp d) − 1 = (exp d − 1)/(1 + exp d).

`HasDerivAt` says that L is differentiable at d with this derivative.

```lean
/-- The slope of the two-state objective. -/
theorem hasDerivAt_L (d : ℝ) :
    HasDerivAt L ((Real.exp d - 1) / (1 + Real.exp d)) d := by
  have hne : 1 + Real.exp d ≠ 0 := by positivity
  have h1 : HasDerivAt (fun x => 2 * Real.log (1 + Real.exp x) - x)
      (2 * (Real.exp d / (1 + Real.exp d)) - 1) d :=
    ((((Real.hasDerivAt_exp d).const_add 1).log hne).const_mul 2).fun_sub (hasDerivAt_id' d)
  rw [show L = fun x => 2 * Real.log (1 + Real.exp x) - x from funext L_eq]
  refine h1.congr_deriv ?_
  have hq : Real.exp d / (1 + Real.exp d) * (1 + Real.exp d) = Real.exp d :=
    div_mul_cancel₀ _ hne
  rw [eq_div_iff hne]
  linear_combination 2 * hq
```

The quotient rule gives the curvature:

L″(d) = [exp d (1 + exp d) − (exp d − 1) exp d]/(1 + exp d)² = 2 exp d/(1 + exp d)².

It is positive everywhere, so Newton's step never divides by zero. Far from the minimum, however, the slope levels off at ±1 while the curvature decays exponentially, and their ratio becomes very large.

```lean
/-- The curvature of the two-state objective. -/
theorem hasDerivAt_deriv_L (d : ℝ) :
    HasDerivAt (deriv L) (2 * Real.exp d / (1 + Real.exp d) ^ 2) d := by
  have hne : 1 + Real.exp d ≠ 0 := by positivity
  rw [show deriv L = fun x => (Real.exp x - 1) / (1 + Real.exp x) from
    funext fun x => (hasDerivAt_L x).deriv]
  have h := ((Real.hasDerivAt_exp d).sub_const 1).fun_div
    ((Real.hasDerivAt_exp d).const_add 1) hne
  exact h.congr_deriv (by ring)
```

That ratio is

L′(d)/L″(d) = (exp d − 1)(1 + exp d)/(2 exp d) = (exp d − exp(−d))/2 = sinh d,

so a Newton step takes d to d − sinh d.

```lean
/-- Newton's step for the two-state objective is `d ↦ d - sinh d`. -/
theorem newtonStep_L (d : ℝ) : newtonStep L d = d - Real.sinh d := by
  have hne : 1 + Real.exp d ≠ 0 := by positivity
  have hq : (Real.exp d - 1) / (1 + Real.exp d) / (2 * Real.exp d / (1 + Real.exp d) ^ 2)
      = (Real.exp d - (Real.exp d)⁻¹) / 2 := by
    field_simp
    ring
  rw [newtonStep, (hasDerivAt_L d).deriv, (hasDerivAt_deriv_L d).deriv, hq, Real.sinh_eq,
    Real.exp_neg]
```

## The distance from the minimum

For d ≥ 0 we have sinh d ≥ d, so |d − sinh d| = sinh d − d. For d ≤ 0 the inequality is reversed, and because sinh is odd the result has the same form:

|d − sinh d| = sinh|d| − |d|.

The distance after a step depends only on the distance before it. The Lean proof treats the two signs of d separately.

```lean
/-- A Newton step changes the distance from the minimum from `|d|` to `sinh |d| - |d|`. -/
theorem abs_newtonStep_L (d : ℝ) : |newtonStep L d| = Real.sinh |d| - |d| := by
  rw [newtonStep_L]
  rcases le_total 0 d with h | h
  · have h' : d - Real.sinh d ≤ 0 := by linarith [Real.self_le_sinh_iff.2 h]
    rw [abs_of_nonneg h, abs_of_nonpos h']
    ring
  · have h' : 0 ≤ d - Real.sinh d := by linarith [Real.sinh_le_self_iff.2 h]
    rw [abs_of_nonpos h, Real.sinh_neg, abs_of_nonneg h']
    ring
```

To follow the distance over many steps, we need to know that sinh x / x does not decrease for x > 0. The second derivative of sinh is sinh itself, which is nonnegative for x ≥ 0, so sinh is convex there. For 0 ≤ a ≤ b with b > 0, write a = (1 − a/b)·0 + (a/b)·b. Convexity and sinh 0 = 0 then give

sinh a ≤ (a/b) sinh b, that is, b sinh a ≤ a sinh b.

In the proof, `hc` is the convexity and `h` the inequality for the chord from 0 to b.

```lean
/-- The ratio `sinh x / x` does not decrease on the positive half-line, written without
division. -/
theorem mul_sinh_le {a b : ℝ} (ha : 0 ≤ a) (hab : a ≤ b) (hb : 0 < b) :
    b * Real.sinh a ≤ a * Real.sinh b := by
  have hc : ConvexOn ℝ (Set.Ici 0) Real.sinh := by
    refine convexOn_of_deriv2_nonneg (convex_Ici 0) Real.continuous_sinh.continuousOn
      Real.differentiable_sinh.differentiableOn ?_ ?_
    · rw [Real.deriv_sinh]
      exact Real.differentiable_cosh.differentiableOn
    · intro x hx
      rw [interior_Ici] at hx
      show 0 ≤ deriv (deriv Real.sinh) x
      rw [Real.deriv_sinh, Real.deriv_cosh]
      exact Real.sinh_nonneg_iff.2 (Set.mem_Ioi.1 hx).le
  -- `a` lies on the chord from `0` to `b`
  have h0 : (0 : ℝ) ∈ Set.Ici (0 : ℝ) := Set.mem_Ici.2 le_rfl
  have h := hc.2 h0 (Set.mem_Ici.2 hb.le) (sub_nonneg.2 ((div_le_one hb).2 hab))
    (div_nonneg ha hb.le) (sub_add_cancel 1 (a / b))
  simp only [smul_eq_mul, mul_zero, zero_add, Real.sinh_zero, div_mul_cancel₀ _ hb.ne'] at h
  calc b * Real.sinh a ≤ b * (a / b * Real.sinh b) := mul_le_mul_of_nonneg_left h hb.le
    _ = a * Real.sinh b := by field_simp
```

## Above the threshold the iterates run away

Write a_n for the absolute value of the n-th iterate, and suppose sinh a₀ > 2a₀. This excludes a₀ = 0, where both sides vanish. Define r by

sinh a₀ = (r + 1) a₀, so that r > 1.

Then a_n ≥ rⁿ a₀ for every n. This holds for n = 0. If it holds for n, then a_n ≥ a₀, the monotone ratio gives sinh a_n ≥ (r + 1) a_n, and

a_{n+1} = sinh a_n − a_n ≥ r a_n ≥ rⁿ⁺¹ a₀.

Since rⁿ grows without bound, so does a_n. In Lean the induction is the step `key`, and `Tendsto … atTop atTop` says that the absolute values exceed every bound from some step onwards.

```lean
/-- If `sinh |d₀| > 2 |d₀|`, the absolute values of the Newton iterates tend to infinity. -/
theorem newton_diverges {d₀ : ℝ} (h : 2 * |d₀| < Real.sinh |d₀|) :
    Tendsto (fun n => |newtonIterate L d₀ n|) atTop atTop := by
  have ha : 0 < |d₀| := by
    rcases (abs_nonneg d₀).eq_or_lt with h0 | h0
    · rw [← h0] at h
      simp at h
    · exact h0
  obtain ⟨r, hr⟩ : ∃ r, Real.sinh |d₀| = (r + 1) * |d₀| :=
    ⟨Real.sinh |d₀| / |d₀| - 1, by rw [sub_add_cancel, div_mul_cancel₀ _ ha.ne']⟩
  rw [hr] at h
  have hr1 : 1 < r := by linarith [lt_of_mul_lt_mul_right h ha.le]
  -- every step multiplies the distance by at least `r`
  have key : ∀ n, r ^ n * |d₀| ≤ |newtonIterate L d₀ n| := by
    intro n
    induction n with
    | zero => simp [newtonIterate]
    | succ n ih =>
      have hb := (le_mul_of_one_le_left ha.le (one_le_pow₀ hr1.le (n := n))).trans ih
      have hs := mul_sinh_le ha.le hb (ha.trans_le hb)
      rw [hr] at hs
      have hs' : (r + 1) * |newtonIterate L d₀ n| ≤ Real.sinh |newtonIterate L d₀ n| :=
        le_of_mul_le_mul_left (by linarith) ha
      have hm := mul_le_mul_of_nonneg_left ih (by linarith : 0 ≤ r)
      rw [newtonIterate, abs_newtonStep_L, pow_succ]
      linarith
  exact tendsto_atTop_mono key ((tendsto_pow_atTop_atTop_of_one_lt hr1).atTop_mul_const ha)
```

## Below it they converge

If sinh a₀ < 2a₀, the same definition gives r < 1, and sinh a₀ ≥ a₀ gives r ≥ 0. The inequalities of the induction are now reversed. From a_n ≤ rⁿ a₀ it follows that a_n ≤ a₀, hence sinh a_n ≤ (r + 1) a_n, and

a_{n+1} = sinh a_n − a_n ≤ r a_n ≤ rⁿ⁺¹ a₀.

The bound tends to zero, so the iterates themselves converge to the minimum.

```lean
/-- If `sinh |d₀| < 2 |d₀|`, the Newton iterates converge to the minimum at `0`. -/
theorem newton_converges {d₀ : ℝ} (h : Real.sinh |d₀| < 2 * |d₀|) :
    Tendsto (newtonIterate L d₀) atTop (𝓝 0) := by
  have hself : |d₀| ≤ Real.sinh |d₀| := Real.self_le_sinh_iff.2 (abs_nonneg d₀)
  have ha : 0 < |d₀| := by linarith
  obtain ⟨r, hr⟩ : ∃ r, Real.sinh |d₀| = (r + 1) * |d₀| :=
    ⟨Real.sinh |d₀| / |d₀| - 1, by rw [sub_add_cancel, div_mul_cancel₀ _ ha.ne']⟩
  rw [hr] at h hself
  have hr1 : r < 1 := by linarith [lt_of_mul_lt_mul_right h ha.le]
  have hr0 : 0 ≤ r := nonneg_of_mul_nonneg_left (by linarith : 0 ≤ r * |d₀|) ha
  -- every step multiplies the distance by at most `r`
  have key : ∀ n, |newtonIterate L d₀ n| ≤ r ^ n * |d₀| := by
    intro n
    induction n with
    | zero => simp [newtonIterate]
    | succ n ih =>
      have hb := ih.trans (mul_le_of_le_one_left ha.le (pow_le_one₀ hr0 hr1.le))
      have hs := mul_sinh_le (abs_nonneg _) hb ha
      rw [hr] at hs
      have hs' : Real.sinh |newtonIterate L d₀ n| ≤ (r + 1) * |newtonIterate L d₀ n| :=
        le_of_mul_le_mul_left (by linarith) ha
      have hm := mul_le_mul_of_nonneg_left ih hr0
      rw [newtonIterate, abs_newtonStep_L, pow_succ]
      linarith
  refine squeeze_zero_norm key ?_
  simpa using (tendsto_pow_atTop_nhds_zero_of_lt_one hr0 hr1).mul_const |d₀|
```

## The exact condition for divergence

If sinh a₀ = 2a₀, then a₁ = sinh a₀ − a₀ = a₀, and the distance never changes. This includes the start at the minimum, a₀ = 0, as well as the two starts at the nonzero threshold. A distance that is constant or tends to zero does not tend to infinity, so divergence occurs only in the case sinh a₀ > 2a₀. The final theorem states this equivalence for every real d₀, and its proof goes through the three possible orderings of sinh|d₀| and 2|d₀|.

```lean
/-- The absolute values of the Newton iterates tend to infinity exactly when
`sinh |d₀| > 2 |d₀|`. -/
theorem newton_diverges_iff (d₀ : ℝ) :
    Tendsto (fun n => |newtonIterate L d₀ n|) atTop atTop ↔ 2 * |d₀| < Real.sinh |d₀| := by
  refine ⟨fun ht => ?_, newton_diverges⟩
  rcases lt_trichotomy (Real.sinh |d₀|) (2 * |d₀|) with h | h | h
  · exact absurd ht (not_tendsto_atTop_of_tendsto_nhds (newton_converges h).abs)
  · -- at the threshold the distance from the minimum never changes
    have hc : ∀ n, |newtonIterate L d₀ n| = |d₀| := by
      intro n
      induction n with
      | zero => rfl
      | succ n ih =>
        rw [newtonIterate, abs_newtonStep_L, ih, h]
        ring
    simp only [hc] at ht
    exact absurd ht (not_tendsto_atTop_of_tendsto_nhds tendsto_const_nhds)
  · exact h

end

end MBARNewtonCounterexample
```

```lean
#print axioms MBARNewtonCounterexample.L_zero_lt
-- 'MBARNewtonCounterexample.L_zero_lt' depends on axioms: [propext, Classical.choice, Quot.sound]
#print axioms MBARNewtonCounterexample.newton_diverges_iff
-- 'MBARNewtonCounterexample.newton_diverges_iff' depends on axioms: [propext, Classical.choice, Quot.sound]
```

## A solver started from zero free energies

In the example above, a start from zero free energies is already at the minimum. With other energies the same start can lie beyond the threshold. Suppose the second state has reduced energy 3 at both samples and the first has 0. The objective is then the one above with d replaced by d − 3, up to an additive constant, and its minimum is at d = 3. A solver that starts with all free energies at zero is 3 kT away from it, beyond the threshold. It finds a slope of about −0.905 and a curvature of about 0.090, and moves to d ≈ 10.02. The next iterate is about −548, and the one after that has a magnitude of order 10²³⁹. This shifted example is ordinary algebra and arithmetic added to the checked theorems.

More samples of the same kind do not help: with N samples per state the slope and the curvature are both multiplied by N, and the step is unchanged.

For simulation practice, this two-state example with constant energies shows that convexity of the MBAR objective does not by itself make full Newton steps converge from every start. In real data the energy difference between the states varies from sample to sample, and the threshold sinh|d₀| = 2|d₀| does not carry over to that case.
